# The two-qubit matrix (1 + a XX + b YY + c ZZ)/4 is Hermitian for real a, b, c

For real numbers a, b, c, `bellDiag a b c` is the 4×4 complex matrix (1 + a X⊗X + b Y⊗Y + c Z⊗Z)/4 on two qubits, built from the Pauli matrices by Kronecker products and indexed by pairs in `Fin 2 × Fin 2`. The theorem `bellDiag_isHermitian` states that this matrix equals its conjugate transpose. The coefficients are unrestricted reals, and only Hermiticity is asserted, not positivity, so the statement does not say that the matrix is a density matrix. The attempt unfolds `Matrix.IsHermitian`, passes to entries with `ext`, splits the four indices into sixteen cases with `fin_cases`, and runs `simp` with the definitions on each.

The failing Lean file:

```lean
import Mathlib

open Matrix
open scoped Kronecker ComplexOrder

namespace WernerPauliStrings

noncomputable section

/-- The Pauli matrix X. -/
def pauliX : Matrix (Fin 2) (Fin 2) ℂ := !![0, 1; 1, 0]

/-- The Pauli matrix Y. -/
def pauliY : Matrix (Fin 2) (Fin 2) ℂ := !![0, -Complex.I; Complex.I, 0]

/-- The Pauli matrix Z. -/
def pauliZ : Matrix (Fin 2) (Fin 2) ℂ := !![1, 0; 0, -1]

/-- Operators on two qubits, indexed by pairs (first qubit, second qubit). -/
abbrev TwoQubitOp := Matrix (Fin 2 × Fin 2) (Fin 2 × Fin 2) ℂ

/-- The two-qubit matrix (1 + a XX + b YY + c ZZ)/4 with real coefficients. -/
def bellDiag (a b c : ℝ) : TwoQubitOp :=
  (1 / 4 : ℂ) • (1 + (a : ℂ) • (pauliX ⊗ₖ pauliX) + (b : ℂ) • (pauliY ⊗ₖ pauliY)
    + (c : ℂ) • (pauliZ ⊗ₖ pauliZ))

/-- The matrix (1 + a XX + b YY + c ZZ)/4 is Hermitian for real a, b, c. -/
theorem bellDiag_isHermitian (a b c : ℝ) : (bellDiag a b c).IsHermitian := by
  unfold Matrix.IsHermitian
  ext ⟨i, j⟩ ⟨k, l⟩
  fin_cases i <;> fin_cases j <;> fin_cases k <;> fin_cases l <;>
    simp [conjTranspose_apply, bellDiag, pauliX, pauliY, pauliZ, kroneckerMap_apply,
      Matrix.one_apply]

end

end WernerPauliStrings
```

The error:

```
Main.lean:28:75: error: unsolved goals
case «0».«0».«0».«0»
a b c : ℝ
⊢ 4⁻¹ + 4⁻¹ * ↑c = 4⁻¹ * (1 + ↑c)

case «0».«0».«1».«1»
a b c : ℝ
⊢ 4⁻¹ * ↑a + -(4⁻¹ * ↑b) = 4⁻¹ * (↑a + -↑b)

case «0».«1».«0».«1»
a b c : ℝ
⊢ 4⁻¹ + -(4⁻¹ * ↑c) = 4⁻¹ * (1 + -↑c)

case «0».«1».«1».«0»
a b c : ℝ
⊢ 4⁻¹ * ↑a + 4⁻¹ * ↑b = 4⁻¹ * (↑a + ↑b)

case «1».«0».«0».«1»
a b c : ℝ
⊢ 4⁻¹ * ↑a + 4⁻¹ * ↑b = 4⁻¹ * (↑a + ↑b)

case «1».«0».«1».«0»
a b c : ℝ
⊢ 4⁻¹ + -(4⁻¹ * ↑c) = 4⁻¹ * (1 + -↑c)

case «1».«1».«0».«0»
a b c : ℝ
⊢ 4⁻¹ * ↑a + -(4⁻¹ * ↑b) = 4⁻¹ * (↑a + -↑b)

case «1».«1».«1».«1»
a b c : ℝ
⊢ 4⁻¹ + 4⁻¹ * ↑c = 4⁻¹ * (1 + ↑c)
Main.lean:33:6: warning: This simp argument is unused:
  Matrix.one_apply

Hint: Omit it from the simp argument list.
  [apply] simp [conjTranspose_apply, bellDiag, pauliX, pauliY, pauliZ, kroneckerMap_apply]

Note: This linter can be disabled with `set_option linter.unusedSimpArgs false`
```

Diagnosis. The error lists eight of the sixteen entries that `simp` left open: the four diagonal ones, involving `c`, and the four anti-diagonal ones, involving `a` and `b`. The other eight were closed. In the remaining goals no conjugation is left, so the complex-conjugate part of the work is done. What remains is a mismatch of shape. The left side, the conjugate-transpose entry, ended as a sum of products such as `4⁻¹ + 4⁻¹ * ↑c`. The right side, the original entry, stayed factored as `4⁻¹ * (1 + ↑c)`. The two differ by distributivity of multiplication over addition, which this `simp` call did not apply to the right side.

The added `all_goals ring` runs on the eight surviving goals. Each is an identity in the commutative ring ℂ with `↑a`, `↑b`, `↑c` as atoms, and `ring` brings both sides to the same normal form.

The warning says that `Matrix.one_apply` was never used by `simp`. Removing it is tidying that silences the linter and plays no part in closing the goals.

The mended proof, as a diff:

```diff
@@ -30,6 +30,6 @@
   ext ⟨i, j⟩ ⟨k, l⟩
   fin_cases i <;> fin_cases j <;> fin_cases k <;> fin_cases l <;>
-    simp [conjTranspose_apply, bellDiag, pauliX, pauliY, pauliZ, kroneckerMap_apply,
-      Matrix.one_apply]
+    simp [conjTranspose_apply, bellDiag, pauliX, pauliY, pauliZ, kroneckerMap_apply]
+  all_goals ring
 
 end
```
